# Hydrogenic 1s photoionization into a plane wave: length gauge gives four times the velocity-gauge cross section at every energy

My length-gauge cross section for ionizing a hydrogenic 1s orbital into a plane wave is four times my velocity-gauge one, at every photon energy I try. I expected some disagreement near threshold, because a plane wave ignores the attraction of the ion, but I also expected it to fade for fast electrons. Have I lost a factor of two in an amplitude?

## The amplitudes really do differ by a factor of two

You have lost nothing. With a plane-wave final state and energy conservation, the ratio is exactly four for every nuclear charge $Z>0$ and every photoelectron momentum $k>0$. The two gauges are guaranteed to agree when the initial and final states are exact eigenstates of the same Hamiltonian, its potential is local, and the photon energy equals their energy difference. Here the 1s orbital belongs to the Coulomb Hamiltonian and the plane wave to the free one.

In atomic units, take the orbital $R(r)=e^{-Zr}$, with binding energy $Z^2/2$. In the dipole approximation only the p wave of the plane wave contributes, with radial part $j_1(x)=\sin x/x^2-\cos x/x$. The radial amplitudes are

$$L=\int_0^\infty r^2 j_1(kr)\,r\,R(r)\,dr,\qquad V=\int_0^\infty r^2 j_1(kr)\,R'(r)\,dr .$$

For photon energy $\omega$, the golden rule gives $\sigma_L=c\,\omega L^2$ and $\sigma_V=(c/\omega)V^2$. The common factor $c>0$ contains the normalization, the density of states and the angular factors.

**Moments.** Put $s=Z-ik$, $D=k^2+Z^2$ and $M_n=\int_0^\infty r^n e^{-sr}dr$. Integrating the derivative of $r^n e^{-sr}$ over $r>0$ gives $sM_0=1$ and $sM_n=nM_{n-1}$ for $n\ge1$. Hence

$$M_n=n!\,q^{n+1},\qquad q=\frac1s=\frac{Z+ik}{D}.$$

The imaginary part of $M_n$ is the sine moment and the real part is the cosine moment.

**The momentum-space orbital.** Up to a constant factor, this is

$$F(k)=\frac1k\int_0^\infty r e^{-Zr}\sin(kr)\,dr=\frac{\operatorname{Im}q^2}{k}=\frac{2Z}{D^2}.$$

Since $dD/dk=2k$, its slope is $F'(k)=-8Zk/D^3$, and therefore

$$\frac{k^2+Z^2}{2}\,|F'(k)|=\frac{4Zk}{D^2}=2kF(k).$$

**Length amplitude.** Inserting $j_1$ gives

$$L=\frac{\operatorname{Im}M_1}{k^2}-\frac{\operatorname{Re}M_2}{k}
=\frac{2Z}{kD^2}-\frac{2(Z^3-3Zk^2)}{kD^3}=\frac{8Zk}{D^3}=-F'(k).$$

**Velocity amplitude.** With $R'=-Ze^{-Zr}$,

$$V=-\frac{Z}{k^2}\operatorname{Im}M_0+\frac Zk\operatorname{Re}M_1
=-\frac{Z}{kD}+\frac{Z(Z^2-k^2)}{kD^2}=-\frac{2Zk}{D^2}=-kF(k).$$

**Ratio.** For any $\omega>0$,

$$\frac{\sigma_L}{\sigma_V}=\omega^2\frac{L^2}{V^2}=\left(\frac{4\omega}{k^2+Z^2}\right)^2 .$$

Energy conservation sets $\omega=k^2/2+Z^2/2$, so the bracket is $2$ and the ratio is $4$. The amplitudes that differ by a factor of two in size are $\omega L$ and $V$: here $\omega L=-2V$. The ratio would be $1$ only at $\omega=(k^2+Z^2)/4$, half the photon energy that the process requires.

The orbital above is not normalized. The normalized radial function is $2Z^{3/2}e^{-Zr}$, which changes the amplitudes to $L=16Z^{5/2}k/D^3$ and $V=-4Z^{5/2}k/D^2$. Both cross sections gain the same factor $4Z^3$, which $c$ absorbs.

The same argument in Lean 4 with Mathlib reads:

```lean
import Mathlib

open MeasureTheory Set
open Complex (I)

namespace PlaneWavePhotoionization

noncomputable section

/-- The radial 1s orbital `exp (-Z r)`, up to normalization. -/
def orbital (Z r : ℝ) : ℝ := Real.exp (-Z * r)

/-- The spherical Bessel function `j₁`, the radial p wave of a plane wave, for `x ≠ 0`. -/
def j₁ (x : ℝ) : ℝ := Real.sin x / x ^ 2 - Real.cos x / x

/-- The momentum-space 1s orbital, up to a constant factor, for `k ≠ 0`. -/
def F (Z k : ℝ) : ℝ := 1 / k * ∫ r in Ioi (0 : ℝ), r * Real.exp (-Z * r) * Real.sin (k * r)

/-- Length-gauge radial integral of `r` between the 1s orbital and the p wave, `k ≠ 0`. -/
def lengthAmp (Z k : ℝ) : ℝ := ∫ r in Ioi (0 : ℝ), r ^ 2 * j₁ (k * r) * (r * orbital Z r)

/-- Velocity-gauge radial integral of the 1s gradient against the p wave, `k ≠ 0`. -/
def velocityAmp (Z k : ℝ) : ℝ :=
  ∫ r in Ioi (0 : ℝ), r ^ 2 * j₁ (k * r) * deriv (orbital Z) r

/-- Length-gauge cross section at photon energy `ω`; `c` collects the common factors. -/
def sigmaL (c ω Z k : ℝ) : ℝ := c * ω * lengthAmp Z k ^ 2

/-- Velocity-gauge cross section at photon energy `ω ≠ 0`, with the same factor `c`. -/
def sigmaV (c ω Z k : ℝ) : ℝ := c / ω * velocityAmp Z k ^ 2

/-- The damped wave `r^n exp (-(Z - i k) r)`. -/
def wave (Z k : ℝ) (n : ℕ) : ℝ → ℂ :=
  fun r => (r : ℂ) ^ n * Complex.exp (-((Z : ℂ) - k * I) * r)

/-- The number `(Z + i k) / (k² + Z²)`, for `Z`, `k` not both zero. -/
def pole (Z k : ℝ) : ℂ := ⟨Z / (k ^ 2 + Z ^ 2), k / (k ^ 2 + Z ^ 2)⟩

/-- For `Z > 0` the damped wave is integrable over `r > 0`, with integral `n! pole^(n+1)`. -/
theorem wave_moment {Z : ℝ} (hZ : 0 < Z) (k : ℝ) (n : ℕ) :
    IntegrableOn (wave Z k n) (Ioi 0) ∧
      ∫ r in Ioi (0 : ℝ), wave Z k n r = ((n.factorial : ℝ) : ℂ) * pole Z k ^ (n + 1) := by
  have hi : ∀ m, IntegrableOn (wave Z k m) (Ioi 0) := fun m => by
    have hm : (-1 : ℝ) < m := by linarith [Nat.cast_nonneg (α := ℝ) m]
    have h0 : IntegrableOn (fun r : ℝ => r ^ m * Real.exp (-Z * r)) (Ioi 0) := by
      simpa only [Real.rpow_natCast, Real.rpow_one] using
        integrableOn_rpow_mul_exp_neg_mul_rpow (p := 1) hm (by norm_num) hZ
    refine Integrable.mono h0 (Continuous.aestronglyMeasurable (by unfold wave; fun_prop))
      (ae_of_all _ fun r => le_of_eq ?_)
    simp [wave, Complex.norm_exp]
  have hp : pole Z k * ((Z : ℂ) - k * I) = 1 := by
    have h : (k ^ 2 + Z ^ 2) * (k ^ 2 + Z ^ 2)⁻¹ = 1 := mul_inv_cancel₀ (by positivity)
    apply Complex.ext <;> simp only [pole, Complex.mul_re, Complex.mul_im, Complex.sub_re,
      Complex.sub_im, Complex.ofReal_re, Complex.ofReal_im, Complex.I_re, Complex.I_im,
      Complex.one_re, Complex.one_im]
    · linear_combination h
    · ring
  have solve : ∀ x y : ℂ, ((Z : ℂ) - k * I) * x = y → x = pole Z k * y := fun x y h => by
    rw [← h, ← mul_assoc, hp, one_mul]
  -- integration by parts links successive moments
  have hrec : ∀ m : ℕ, (m : ℂ) * (∫ r in Ioi (0 : ℝ), wave Z k (m - 1) r) -
      ((Z : ℂ) - k * I) * (∫ r in Ioi (0 : ℝ), wave Z k m r) = 0 - wave Z k m 0 := fun m => by
    have hd : ∀ r : ℝ, HasDerivAt (wave Z k m)
        ((m : ℂ) * wave Z k (m - 1) r - ((Z : ℂ) - k * I) * wave Z k m r) r := fun r => by
      have h := (hasDerivAt_pow m (r : ℂ)).fun_mul
        (((hasDerivAt_id (r : ℂ)).const_mul (-((Z : ℂ) - k * I))).cexp)
      exact h.comp_ofReal.congr_deriv (by simp only [wave, id_eq]; ring)
    have h1 := (hi (m - 1)).const_mul (m : ℂ)
    have h2 := (hi m).const_mul ((Z : ℂ) - k * I)
    rw [← integral_const_mul, ← integral_const_mul, ← integral_sub h1 h2]
    exact integral_Ioi_of_hasDerivAt_of_tendsto (hd 0).continuousAt.continuousWithinAt
      (fun r _ => hd r) (h1.sub h2)
      (tendsto_zero_of_hasDerivAt_of_integrableOn_Ioi (fun r _ => hd r) (h1.sub h2) (hi m))
  refine ⟨hi n, ?_⟩
  induction n with
  | zero =>
    have h := hrec 0
    rw [show wave Z k 0 0 = 1 by simp [wave], Nat.cast_zero] at h
    refine (solve _ 1 (by linear_combination -h)).trans ?_
    simp
  | succ n ih =>
    have h := hrec (n + 1)
    rw [show wave Z k (n + 1) 0 = 0 by simp [wave], Nat.add_sub_cancel, ih] at h
    refine (solve _ (((n + 1 : ℕ) : ℂ) * (((n.factorial : ℝ) : ℂ) * pole Z k ^ (n + 1)))
      (by linear_combination -h)).trans ?_
    rw [Nat.factorial_succ]
    push_cast
    ring

/-- For `Z > 0`, any linear combination of the `n`-th sine moment and the `(n+1)`-th cosine moment
of `exp (-Z r)` is given by imaginary and real parts of powers of `pole`. -/
theorem radial_integral {Z : ℝ} (hZ : 0 < Z) (k : ℝ) (n : ℕ) (α β : ℝ) :
    ∫ r in Ioi (0 : ℝ), (α * (r ^ n * Real.exp (-Z * r) * Real.sin (k * r)) +
        β * (r ^ (n + 1) * Real.exp (-Z * r) * Real.cos (k * r))) =
      α * (n.factorial * (pole Z k ^ (n + 1)).im) +
        β * ((n + 1).factorial * (pole Z k ^ (n + 1 + 1)).re) := by
  have h1 : ∀ r : ℝ, (-((Z : ℂ) - k * I) * r).re = -Z * r := fun r => by simp
  have h2 : ∀ r : ℝ, (-((Z : ℂ) - k * I) * r).im = k * r := fun r => by simp
  have him : ∀ m r, (wave Z k m r).im = r ^ m * Real.exp (-Z * r) * Real.sin (k * r) := by
    intro m r
    simp only [wave, ← Complex.ofReal_pow, Complex.im_ofReal_mul, Complex.exp_im, h1, h2]
    ring
  have hre : ∀ m r, (wave Z k m r).re = r ^ m * Real.exp (-Z * r) * Real.cos (k * r) := by
    intro m r
    simp only [wave, ← Complex.ofReal_pow, Complex.re_ofReal_mul, Complex.exp_re, h1, h2]
    ring
  obtain ⟨s, hs⟩ := wave_moment hZ k n
  obtain ⟨c, hc⟩ := wave_moment hZ k (n + 1)
  have es : ∫ r in Ioi (0 : ℝ), (wave Z k n r).im = (∫ r in Ioi (0 : ℝ), wave Z k n r).im :=
    Complex.imCLM.integral_comp_comm s
  have ec : ∫ r in Ioi (0 : ℝ), (wave Z k (n + 1) r).re =
      (∫ r in Ioi (0 : ℝ), wave Z k (n + 1) r).re := Complex.reCLM.integral_comp_comm c
  have js : IntegrableOn (fun r => (wave Z k n r).im) (Ioi 0) :=
    Complex.imCLM.integrable_comp s
  have jc : IntegrableOn (fun r => (wave Z k (n + 1) r).re) (Ioi 0) :=
    Complex.reCLM.integrable_comp c
  simp only [← him, ← hre]
  rw [integral_add (js.const_mul α) (jc.const_mul β), integral_const_mul, integral_const_mul,
    es, ec, hs, hc, Complex.im_ofReal_mul, Complex.re_ofReal_mul]

/-- For `Z, k > 0` the momentum-space orbital is `F = 2Z / (k² + Z²)²`. -/
theorem F_eq {Z k : ℝ} (hZ : 0 < Z) (hk : 0 < k) : F Z k = 2 * Z / (k ^ 2 + Z ^ 2) ^ 2 := by
  have h := radial_integral hZ k 1 1 0
  simp only [one_mul, zero_mul, add_zero, pow_one] at h
  rw [F, h, Nat.factorial_one, pow_succ, pow_one, Complex.mul_im]
  simp only [pole]
  push_cast
  field_simp
  ring

/-- For `Z, k > 0` the slope of the momentum-space orbital is `-8Zk / (k² + Z²)³`. -/
theorem F_hasDerivAt {Z k : ℝ} (hZ : 0 < Z) (hk : 0 < k) :
    HasDerivAt (F Z) (-(8 * Z * k / (k ^ 2 + Z ^ 2) ^ 3)) k := by
  have h1 : HasDerivAt (fun x : ℝ => x ^ 2 + Z ^ 2) (2 * k) k :=
    ((hasDerivAt_pow 2 k).add_const (Z ^ 2)).congr_deriv (by norm_num)
  have h2 : HasDerivAt (fun x : ℝ => (x ^ 2 + Z ^ 2) ^ 2) (2 * (k ^ 2 + Z ^ 2) * (2 * k)) k :=
    (h1.fun_pow 2).congr_deriv (by norm_num)
  have h3 := (hasDerivAt_const k (2 * Z)).fun_div h2 (by positivity)
  refine (h3.congr_deriv ?_).congr_of_eventuallyEq ?_
  · rw [← neg_div, div_eq_div_iff (by positivity) (by positivity)]
    ring
  · filter_upwards [Ioi_mem_nhds hk] with x hx
    exact F_eq hZ hx

/-- For `Z, k > 0`, `((k² + Z²)/2) |F'(k)| = 2 k F(k)`. -/
theorem slope_identity {Z k : ℝ} (hZ : 0 < Z) (hk : 0 < k) :
    (k ^ 2 + Z ^ 2) / 2 * |deriv (F Z) k| = 2 * k * F Z k := by
  rw [(F_hasDerivAt hZ hk).deriv, F_eq hZ hk, abs_neg, abs_of_pos (by positivity)]
  field_simp
  ring

/-- For `Z, k > 0` the length-gauge radial integral is `-F'(k)`. -/
theorem lengthAmp_eq {Z k : ℝ} (hZ : 0 < Z) (hk : 0 < k) :
    lengthAmp Z k = -deriv (F Z) k := by
  rw [(F_hasDerivAt hZ hk).deriv, lengthAmp]
  refine Eq.trans (setIntegral_congr_fun measurableSet_Ioi fun r hr => ?_)
    (Eq.trans (radial_integral hZ k 1 (1 / k ^ 2) (-(1 / k))) ?_)
  · have hr0 : r ≠ 0 := (mem_Ioi.mp hr).ne'
    simp only [j₁, orbital]
    field_simp
    ring
  · simp only [pow_succ (pole Z k), pow_zero, one_mul, Complex.mul_re,
      Complex.mul_im, Nat.factorial_succ, Nat.factorial_zero]
    simp only [pole]
    push_cast
    field_simp
    ring

/-- For `Z, k > 0` the velocity-gauge radial integral is `-k F(k)`. -/
theorem velocityAmp_eq {Z k : ℝ} (hZ : 0 < Z) (hk : 0 < k) :
    velocityAmp Z k = -(k * F Z k) := by
  have hd : ∀ r, deriv (orbital Z) r = Real.exp (-Z * r) * -Z := fun r => by
    have h : HasDerivAt (fun x : ℝ => -Z * x) (-Z) r :=
      ((hasDerivAt_id r).const_mul (-Z)).congr_deriv (by ring)
    exact h.exp.deriv
  rw [F_eq hZ hk, velocityAmp]
  refine Eq.trans (setIntegral_congr_fun measurableSet_Ioi fun r hr => ?_)
    (Eq.trans (radial_integral hZ k 0 (-(Z / k ^ 2)) (Z / k)) ?_)
  · have hr0 : r ≠ 0 := (mem_Ioi.mp hr).ne'
    simp only [j₁, hd]
    field_simp
    ring
  · simp only [pow_succ (pole Z k), pow_zero, one_mul, Complex.mul_re,
      Nat.factorial_succ, Nat.factorial_zero]
    simp only [pole]
    push_cast
    field_simp
    ring

/-- For `Z, k, c, ω > 0` the velocity-gauge cross section is positive, and the length-gauge
one is `(4ω / (k² + Z²))²` times as large. -/
theorem gauge_ratio {Z k c ω : ℝ} (hZ : 0 < Z) (hk : 0 < k) (hc : 0 < c) (hω : 0 < ω) :
    0 < sigmaV c ω Z k ∧
      sigmaL c ω Z k = (4 * ω / (k ^ 2 + Z ^ 2)) ^ 2 * sigmaV c ω Z k := by
  rw [sigmaL, sigmaV, lengthAmp_eq hZ hk, velocityAmp_eq hZ hk,
    (F_hasDerivAt hZ hk).deriv, F_eq hZ hk, neg_neg, neg_sq]
  refine ⟨by positivity, ?_⟩
  field_simp
  ring

/-- At the energy-conserving photon energy `ω = (k² + Z²)/2`, with `Z, k, c > 0`, the
plane-wave 1s cross section in length gauge is four times the nonzero velocity-gauge one. -/
theorem length_eq_four_velocity {Z k c : ℝ} (hZ : 0 < Z) (hk : 0 < k) (hc : 0 < c) :
    sigmaL c ((k ^ 2 + Z ^ 2) / 2) Z k = 4 * sigmaV c ((k ^ 2 + Z ^ 2) / 2) Z k ∧
      0 < sigmaV c ((k ^ 2 + Z ^ 2) / 2) Z k := by
  obtain ⟨hV, h⟩ := gauge_ratio hZ hk hc (ω := (k ^ 2 + Z ^ 2) / 2) (by positivity)
  have h2 : 4 * ((k ^ 2 + Z ^ 2) / 2) / (k ^ 2 + Z ^ 2) = 2 := by
    rw [div_eq_iff (by positivity)]
    ring
  refine ⟨?_, hV⟩
  rw [h, h2]
  ring

/-- For `Z, k, c, ω > 0` the two gauges give the same cross section exactly when
`ω = (k² + Z²)/4`. -/
theorem gauges_agree_iff {Z k c ω : ℝ} (hZ : 0 < Z) (hk : 0 < k) (hc : 0 < c) (hω : 0 < ω) :
    sigmaL c ω Z k = sigmaV c ω Z k ↔ ω = (k ^ 2 + Z ^ 2) / 4 := by
  obtain ⟨hV, hr⟩ := gauge_ratio hZ hk hc hω
  have hD : k ^ 2 + Z ^ 2 ≠ 0 := by positivity
  have hx : 0 < 4 * ω / (k ^ 2 + Z ^ 2) := by positivity
  rw [hr]
  constructor
  · intro h
    have h1 : (4 * ω / (k ^ 2 + Z ^ 2)) ^ 2 = 1 :=
      mul_right_cancel₀ hV.ne' (by rw [h, one_mul])
    have h2 : 4 * ω / (k ^ 2 + Z ^ 2) = 1 := by nlinarith
    rw [div_eq_iff hD] at h2
    linarith
  · intro h
    have h2 : 4 * ω / (k ^ 2 + Z ^ 2) = 1 := by
      rw [div_eq_iff hD]
      linarith
    rw [h2, one_pow, one_mul]

end

end PlaneWavePhotoionization
```

```lean
#print axioms PlaneWavePhotoionization.slope_identity
#print axioms PlaneWavePhotoionization.length_eq_four_velocity
#print axioms PlaneWavePhotoionization.gauges_agree_iff
```

```
'PlaneWavePhotoionization.slope_identity' depends on axioms: [propext, Classical.choice, Quot.sound]
'PlaneWavePhotoionization.length_eq_four_velocity' depends on axioms: [propext, Classical.choice, Quot.sound]
'PlaneWavePhotoionization.gauges_agree_iff' depends on axioms: [propext, Classical.choice, Quot.sound]
```

## What the Lean definitions say about the ionization model

The real numbers `Z`, `k` and `ω` are the nuclear charge, the photoelectron momentum and the photon energy in atomic units. `orbital Z r` is the unnormalized 1s function, `j₁` is the radial p wave, and `F Z k` is the integral written above. `lengthAmp` and `velocityAmp` are $L$ and $V$, each defined as an integral over `Ioi 0`, the half-line $r>0$. The velocity amplitude contains `deriv (orbital Z) r`, the actual derivative of the orbital. The relation of the two amplitudes to $F$ is therefore proved from their definitions.

`slope_identity` is the identity between $|F'|$ and $F$. `gauge_ratio` says that, for positive `Z`, `k`, `c` and `ω`, the velocity-gauge cross section is positive and the length-gauge one is $(4\omega/(k^2+Z^2))^2$ times as large. Here `ω` and `k` are independent. `length_eq_four_velocity` imposes energy conservation by inserting `(k ^ 2 + Z ^ 2) / 2` for the photon energy, and obtains the factor four together with positivity, so the equation is not merely $0=0$. `gauges_agree_iff` identifies the one photon energy at which the cross sections coincide for given `Z` and `k`.

Some of the physics enters through definitions. The golden-rule prefactors in `sigmaL` and `sigmaV`, the selection of the p wave and the binding energy $Z^2/2$ are put in and not derived. The constant `c` may depend on $k$ and $Z$, provided that both gauges share it. The model has one electron, a hydrogenic 1s orbital, the dipole approximation and no interaction between the outgoing electron and the ion.

For core-level photoemission calculations, this means that within this one-electron plane-wave model the absolute cross section depends on the gauge, while the shape of its curve against photon energy does not. This relies on the binding energy being $Z^2/2$ with the same $Z$ as in the orbital; with any other binding energy the ratio varies with $k$. Other orbitals or final states need their own calculation.

## From damped waves to the cross-section ratio

`wave_moment` proves the formula for $M_n$, with `pole Z k` playing the part of $q$. Its step `hi` establishes integrability by comparison with $r^m e^{-Zr}$, which has the same absolute value as the damped wave for $r>0$. The step `hp` checks that $q(Z-ik)=1$, and `hrec` is the integration by parts, including the boundary term at $r=0$. Induction on `n` then produces the factorial and the power of $q$.

`radial_integral` takes imaginary and real parts and evaluates a general combination of a sine moment and the next cosine moment, with coefficients `α` and `β`. Three choices supply everything needed:

- `F_eq` uses $n=1$, $\alpha=1$, $\beta=0$.
- `lengthAmp_eq` uses $n=1$, $\alpha=1/k^2$, $\beta=-1/k$.
- `velocityAmp_eq` uses $n=0$, $\alpha=-Z/k^2$, $\beta=Z/k$.

In the two amplitude lemmas, `setIntegral_congr_fun` rewrites the integrand for $r>0$ into this combination. The tactics `field_simp` and `ring` then do the algebra that reduces the powers of $q$ to the fractions above.

`F_hasDerivAt` differentiates the closed form $2Z/D^2$. The result carries over to $F$ itself because the two functions agree at all positive momenta, and hence throughout a neighbourhood of $k$. `slope_identity` follows by substitution, with the sign of $F'$ settled by positivity.

`gauge_ratio` substitutes both amplitudes into the cross sections and simplifies. `length_eq_four_velocity` evaluates the bracket as $2$ and squares it. For `gauges_agree_iff`, equal cross sections allow the positive $\sigma_V$ to be cancelled, leaving $(4\omega/D)^2=1$. Since $4\omega/D$ is positive it must equal $1$, which gives $\omega=D/4$; the converse is direct substitution.
